# To first order in $\eta$, Lorentzian broadening miscounts the levels of a finite Hermitian matrix below an energy $E$ off its spectrum by $\eta\,\mathrm{Tr}\,((H-E)^{-1})/\pi$

Q: I compute a density of states at complex energies $x+i\eta$, integrate over $x$ up to a Fermi energy $E$ in the gap, and read off the number of electrons. It is not an integer, so I subtract $\eta\,\mathrm{Tr}\,((H-E)^{-1})/\pi$ before comparing charges. You say there is a formal proof behind that step. I doubt that its "count" is the quantity I integrate.

A: It is, for a finite Hermitian matrix $H$ and an integral that starts at $-\infty$. Let $e_j$ be its eigenvalues and $\eta>0$. Your density of states is $-\mathrm{Im}\,\mathrm{Tr}\,((x+i\eta-H)^{-1})/\pi$, a sum of Lorentzians of half-width $\eta$, and integrating one of them gives

$$\int_{-\infty}^{E}\frac{1}{\pi}\,\frac{\eta}{(x-e_j)^2+\eta^2}\,dx=\frac12+\frac1\pi\arctan\frac{E-e_j}{\eta}.$$

An integral that starts at a finite energy below all the levels also misses the tails below that energy. That loss is itself of first order in $\eta$, and the trace term does not correct it. The file takes the sum of the right-hand sides as its definition of the broadened count $N_\eta(E)$. The levels are a function `e : n → ℝ` on a finite index type `n`.

```lean
import Mathlib

open Filter Matrix
open scoped Topology Real

namespace BroadenedCount

noncomputable section

variable {n : Type*} [Fintype n]

/-- The number of states below the energy `E` when each level `e j` is broadened into a
Lorentzian of half-width `η`, for `η > 0`. -/
def broadenedCount (e : n → ℝ) (η E : ℝ) : ℝ :=
  ∑ j, (1 / 2 + Real.arctan ((E - e j) / η) / π)
```

Q: And the integer you compare it with?

A: That is $N(E)$, the number of indices $j$ with $e_j<E$. Degenerate levels have separate indices, so multiplicity is counted. Each index is one state; if your $H$ is purely spatial, the factor of two for spin is yours to add.

```lean
/-- The sharp count: the number of levels `e j` strictly below the energy `E`. -/
def countBelow (e : n → ℝ) (E : ℝ) : ℕ :=
  (Finset.univ.filter (fun j => e j < E)).card
```

Q: Is the trace that of a real matrix inverse, or a sum over levels under another name?

A: It is the trace of the inverse matrix, and its value is a complex number. The sign convention matters here: with $G(E)=(E-H)^{-1}$, the usual Green function, this trace is $-\mathrm{Tr}\,G(E)$.

```lean
/-- The trace of `(H - E)⁻¹` at a real energy `E` outside the spectrum of `H`. -/
def inverseTrace [DecidableEq n] (H : Matrix n n ℂ) (E : ℝ) : ℂ :=
  ((H - (E : ℂ) • (1 : Matrix n n ℂ))⁻¹).trace
```

Q: Then start with one level. An occupied level loses its tail above $E$, and an empty one adds its tail below $E$. I would expect two formulas.

A: There is one formula for both. Take a level $\varepsilon\neq E$ and set $x=(E-\varepsilon)/\eta$. The reflection formula says that $\arctan x+\arctan(1/x)$ equals $\pi/2$ for $x>0$ and $-\pi/2$ for $x<0$.

If $\varepsilon<E$, the sharp count of this level is 1 and the error is

$$\frac12+\frac{\arctan x}{\pi}-1=-\frac{\arctan(1/x)}{\pi}.$$

If $\varepsilon>E$, the sharp count is 0 and the error is

$$\frac12+\frac{\arctan x}{\pi}=-\frac{\arctan(1/x)}{\pi}.$$

Since $-1/x=\eta/(\varepsilon-E)$ and arctan is odd, both are equal to $\arctan(\eta/(\varepsilon-E))/\pi$. This is negative for an occupied level and positive for an empty one, as you expected.

In Lean the sharp count of one level is the `if ε < E then (1 : ℝ) else 0`. The proof splits on the side of $E$, applies `Real.arctan_inv_of_pos` or `Real.arctan_inv_of_neg`, and cancels $\pi$ in the last line of each case.

```lean
/-- For `η > 0`, a single level `ε ≠ E` is miscounted by exactly `arctan (η / (ε - E)) / π`,
whether it lies below or above `E`. -/
theorem level_error {ε E η : ℝ} (hε : ε ≠ E) (hη : 0 < η) :
    1 / 2 + Real.arctan ((E - ε) / η) / π - (if ε < E then (1 : ℝ) else 0)
      = Real.arctan (η / (ε - E)) / π := by
  have h : η / (ε - E) = -((E - ε) / η)⁻¹ := by
    rw [inv_div, ← div_neg, neg_sub]
  have hp : π * π⁻¹ = 1 := mul_inv_cancel₀ Real.pi_ne_zero
  rcases lt_or_gt_of_ne hε with hlt | hgt
  · -- an occupied level loses its tail above `E`
    rw [if_pos hlt, h, Real.arctan_neg,
      Real.arctan_inv_of_pos (div_pos (sub_pos.2 hlt) hη)]
    linear_combination (1 / 2) * hp
  · -- an empty level contributes its tail below `E`
    rw [if_neg (not_lt_of_ge (le_of_lt hgt)), h, Real.arctan_neg,
      Real.arctan_inv_of_neg (div_neg_of_neg_of_pos (sub_neg.2 hgt) hη)]
    linear_combination (-1 / 2) * hp
```

Q: So the total error is known before any limit is taken?

A: Yes. If no level lies at $E$, summing over $j$ gives, for every $\eta>0$,

$$N_\eta(E)-N(E)=\frac1\pi\sum_j\arctan\frac{\eta}{e_j-E}.$$

The proof writes the cardinality as a sum of zeros and ones, joins the two sums and uses the one-level formula term by term.

```lean
/-- If no level lies at `E`, the total counting error at any broadening `η > 0` is
`∑ j, arctan (η / (e j - E)) / π`. -/
theorem count_error (e : n → ℝ) {E η : ℝ} (hE : ∀ j, e j ≠ E) (hη : 0 < η) :
    broadenedCount e η E - countBelow e E
      = (∑ j, Real.arctan (η / (e j - E))) / π := by
  have hN : (countBelow e E : ℝ) = ∑ j, if e j < E then (1 : ℝ) else 0 := by
    simp [countBelow]
  rw [hN, broadenedCount, ← Finset.sum_sub_distrib, Finset.sum_div]
  exact Finset.sum_congr rfl fun j _ => level_error (hE j) hη
```

Q: Now connect this to the trace. My code inverts a matrix and never sees the $e_j$.

A: Diagonalise $H=UDU^\dagger$, with $U$ unitary and $D$ the diagonal matrix of the $e_j$. Since $UU^\dagger=1$, we have $H-E=U(D-E)U^\dagger$. No $e_j$ equals $E$, so $D-E$ has an inverse, and

$$(H-E)\,U(D-E)^{-1}U^\dagger=U(D-E)(D-E)^{-1}U^\dagger=1.$$

Hence $(H-E)^{-1}=U(D-E)^{-1}U^\dagger$. By cyclicity of the trace,

$$\mathrm{Tr}\,((H-E)^{-1})=\sum_j\frac{1}{e_j-E}.$$

The Lean proof takes the same route. `hshift` is the shifted diagonalisation, `hinv` is the product that equals 1, and `inv_eq_right_inv` identifies the proposed matrix with the inverse. `Matrix.trace_mul_comm` then brings $U^\dagger$ next to $U$. The right-hand side of the theorem is a real number regarded as complex, so the trace is shown to be real.

```lean
/-- For a Hermitian `H` and a real energy `E` that is not an eigenvalue, the trace of
`(H - E)⁻¹` is the real number `∑ j, 1 / (e j - E)`. -/
theorem inverseTrace_eq_sum [DecidableEq n] {H : Matrix n n ℂ} (hH : H.IsHermitian) {E : ℝ}
    (hE : ∀ j, hH.eigenvalues j ≠ E) :
    inverseTrace H E = ((∑ j, 1 / (hH.eigenvalues j - E) : ℝ) : ℂ) := by
  -- diagonalise `H` by a unitary matrix
  obtain ⟨U, hU1, hU2, hs⟩ : ∃ U : Matrix n n ℂ, U * star U = 1 ∧ star U * U = 1 ∧
      H = U * diagonal (fun j => (hH.eigenvalues j : ℂ)) * star U := by
    refine ⟨hH.eigenvectorUnitary, mem_unitaryGroup_iff.1 hH.eigenvectorUnitary.2,
      mem_unitaryGroup_iff'.1 hH.eigenvectorUnitary.2, ?_⟩
    have h := hH.spectral_theorem
    rw [Unitary.conjStarAlgAut_apply] at h
    exact h
  generalize hH.eigenvalues = e at hs hE ⊢
  have hd : diagonal (fun j => ((e j - E : ℝ) : ℂ))
      = diagonal (fun j => (e j : ℂ)) - (E : ℂ) • (1 : Matrix n n ℂ) := by
    ext i j
    by_cases h : i = j
    · subst h
      simp
    · simp [h]
  have hshift : H - (E : ℂ) • (1 : Matrix n n ℂ)
      = U * diagonal (fun j => ((e j - E : ℝ) : ℂ)) * star U := by
    rw [hd, Matrix.mul_sub, Matrix.sub_mul, ← hs, Matrix.mul_smul, Matrix.smul_mul,
      Matrix.mul_one, hU1]
  have hMR : diagonal (fun j => ((e j - E : ℝ) : ℂ))
      * diagonal (fun j => ((e j - E : ℝ) : ℂ)⁻¹) = 1 := by
    rw [diagonal_mul_diagonal, ← diagonal_one]
    congr 1
    funext j
    exact mul_inv_cancel₀ (Complex.ofReal_ne_zero.2 (sub_ne_zero.2 (hE j)))
  -- the inverse is diagonal in the same basis
  have hinv : (H - (E : ℂ) • (1 : Matrix n n ℂ))
      * (U * diagonal (fun j => ((e j - E : ℝ) : ℂ)⁻¹) * star U) = 1 := by
    rw [hshift]
    calc _ = U * (diagonal (fun j => ((e j - E : ℝ) : ℂ)) * ((star U * U)
          * diagonal (fun j => ((e j - E : ℝ) : ℂ)⁻¹))) * star U := by
          simp only [Matrix.mul_assoc]
      _ = 1 := by rw [hU2, Matrix.one_mul, hMR, Matrix.mul_one, hU1]
  rw [inverseTrace, inv_eq_right_inv hinv, Matrix.trace_mul_comm, ← Matrix.mul_assoc, hU2,
    Matrix.one_mul, trace_diagonal]
  simp
```

Q: The limit should now be a Taylor expansion.

A: It is a first derivative. For each $j$,

$$\frac{d}{d\eta}\arctan\frac{\eta}{e_j-E}=\frac{1/(e_j-E)}{1+\eta^2/(e_j-E)^2},$$

which is $1/(e_j-E)$ at $\eta=0$. The sum of arctangents vanishes at $\eta=0$, so dividing it by $\eta$ gives a difference quotient, and

$$\lim_{\eta\downarrow0}\frac{N_\eta(E)-N(E)}{\eta}=\frac1\pi\sum_j\frac1{e_j-E}=\frac{\mathrm{Tr}\,((H-E)^{-1})}{\pi}.$$

In the theorem, `hH` says that $H$ is Hermitian and `hE` that $E$ is not in its spectrum. The levels are `hH.eigenvalues`, and `𝓝[>] 0` means that $\eta$ approaches zero through positive values. The quotient is real but is placed in ℂ, where the trace lives, so no real part is taken silently.

In the proof, `hj` is the derivative of one term. `tendsto_slope_zero_right` turns the derivative of the sum into a one-sided limit, and `count_error` replaces the sum by the counting error at each positive $\eta$.

```lean
/-- For a Hermitian `H` and a real energy `E` outside its spectrum, the counting error per
unit broadening tends to `Tr (H - E)⁻¹ / π` as `η` decreases to zero. -/
theorem tendsto_count_error_div [DecidableEq n] {H : Matrix n n ℂ} (hH : H.IsHermitian)
    {E : ℝ} (hE : E ∉ spectrum ℝ H) :
    Tendsto (fun η : ℝ =>
        (((broadenedCount hH.eigenvalues η E - countBelow hH.eigenvalues E) / η : ℝ) : ℂ))
      (𝓝[>] 0) (𝓝 (inverseTrace H E / (π : ℂ))) := by
  have hne : ∀ j, hH.eigenvalues j ≠ E := fun j h =>
    hE (h ▸ hH.eigenvalues_mem_spectrum_real j)
  rw [inverseTrace_eq_sum hH hne, ← Complex.ofReal_div]
  refine (Complex.continuous_ofReal.tendsto _).comp ?_
  -- differentiate the exact error at zero broadening
  have hj : ∀ j ∈ (Finset.univ : Finset n),
      HasDerivAt (fun η : ℝ => Real.arctan (η / (hH.eigenvalues j - E)))
        (1 / (hH.eigenvalues j - E)) 0 := by
    intro j _
    convert ((hasDerivAt_id' (0 : ℝ)).div_const (hH.eigenvalues j - E)).arctan using 1
    simp
  have hslope := ((HasDerivAt.fun_sum hj).div_const π).tendsto_slope_zero_right
  refine hslope.congr' ?_
  filter_upwards [self_mem_nhdsWithin] with η hη
  rw [count_error hH.eigenvalues hne hη]
  simp [div_eq_inv_mul]
```

Q: What happens if $E$ sits on a level?

A: Then the limit fails. A level at $E$ adds $1/2$ to the broadened count and nothing to the sharp one, so the quotient diverges as $\eta$ decreases to zero. In any other position the theorem applies, including below or above all the levels; $E$ need not lie between two of them.

Q: In practice I mostly want to know whether I have too much charge or too little.

A: The sign of the trace tells you, once $\eta$ is small enough. If it is positive, the broadened count is too large; if it is negative, the count is too small. The phrase `∀ᶠ η in 𝓝[>] (0 : ℝ)` means that some threshold exists below which the inequality holds for every positive $\eta$. The theorem does not say how large that threshold is, and it is silent when the trace vanishes.

The argument is short. The quotient tends to a number of definite sign, so it eventually has that sign itself, and dividing by $\eta>0$ does not change the sign of the error. The formal proof first takes the real part of the limit, which loses nothing because the trace is real.

```lean
/-- For a Hermitian `H` and `E` outside its spectrum, the broadened count is too large at all
sufficiently small `η > 0` if `Tr (H - E)⁻¹` is positive, and too small if it is negative. -/
theorem sign_of_count_error [DecidableEq n] {H : Matrix n n ℂ} (hH : H.IsHermitian)
    {E : ℝ} (hE : E ∉ spectrum ℝ H) :
    (0 < (inverseTrace H E).re → ∀ᶠ η in 𝓝[>] (0 : ℝ),
      (countBelow hH.eigenvalues E : ℝ) < broadenedCount hH.eigenvalues η E) ∧
    ((inverseTrace H E).re < 0 → ∀ᶠ η in 𝓝[>] (0 : ℝ),
      broadenedCount hH.eigenvalues η E < countBelow hH.eigenvalues E) := by
  have hre : Tendsto (fun η : ℝ =>
      (broadenedCount hH.eigenvalues η E - countBelow hH.eigenvalues E) / η)
      (𝓝[>] 0) (𝓝 ((inverseTrace H E).re / π)) := by
    have h := (Complex.continuous_re.tendsto _).comp (tendsto_count_error_div hH hE)
    simpa only [Function.comp_def, Complex.ofReal_re, Complex.div_ofReal_re] using h
  constructor
  · intro hpos
    filter_upwards [hre.eventually_const_lt (div_pos hpos Real.pi_pos),
      self_mem_nhdsWithin] with η h hη
    by_contra hn
    exact absurd h (not_lt_of_ge (div_nonpos_of_nonpos_of_nonneg
      (sub_nonpos.2 (not_lt.1 hn)) (le_of_lt hη)))
  · intro hneg
    filter_upwards [hre.eventually_lt_const (div_neg_of_neg_of_pos hneg Real.pi_pos),
      self_mem_nhdsWithin] with η h hη
    by_contra hn
    exact absurd h (not_lt_of_ge (div_nonneg
      (sub_nonneg.2 (not_lt.1 hn)) (le_of_lt hη)))
```

Q: Is the threshold a technicality?

A: No. Put $E=0$, with one level at $1$ and two at $-3$, in some unit of energy. The trace is $1-\tfrac23=\tfrac13$, so the count is too large at small $\eta$. The exact error is $(\arctan\eta-2\arctan(\eta/3))/\pi$, which vanishes at $\eta=\sqrt3$ and is negative beyond. With a large broadening, the sign of the trace would mislead you.

Q: For a simple gap I have always gone by midgap: above it too many electrons, below it too few.

A: With one level $v$ below $E$ and one level $c$ above, that rule is right at every $\eta>0$. The exact error is

$$\frac1\pi\left(\arctan\frac{\eta}{c-E}-\arctan\frac{\eta}{E-v}\right).$$

Because arctan is increasing, this is positive exactly when $c-E<E-v$, that is, when $E>(v+c)/2$. The nearer level has the larger tail across $E$.

Lean writes the two levels as `![v, c]`. The proof specialises `count_error` to two terms, uses `Real.arctan_strictMono` to remove the arctangents, and compares the denominators. My three-level example has its midgap at $-1$, so $E=0$ lies above it, and yet the count is too small for $\eta>\sqrt3$. With more levels, the midgap rule is no substitute for the sum.

```lean
/-- For two levels `v < E < c` and any broadening `η > 0`, the broadened count exceeds the
sharp one exactly when `E` lies above the middle of the gap. -/
theorem two_level_excess_iff {v c E η : ℝ} (hv : v < E) (hc : E < c) (hη : 0 < η) :
    (countBelow ![v, c] E : ℝ) < broadenedCount ![v, c] η E ↔ (v + c) / 2 < E := by
  have hne : ∀ j, (![v, c] : Fin 2 → ℝ) j ≠ E := by
    intro j
    fin_cases j
    · exact ne_of_lt hv
    · exact ne_of_gt hc
  have hneg : η / (v - E) = -(η / (E - v)) := by
    rw [← div_neg, neg_sub]
  have h : broadenedCount ![v, c] η E - countBelow ![v, c] E
      = (Real.arctan (η / (c - E)) - Real.arctan (η / (E - v))) / π := by
    rw [count_error _ hne hη, Fin.sum_univ_two]
    change (Real.arctan (η / (v - E)) + Real.arctan (η / (c - E))) / π = _
    rw [hneg, Real.arctan_neg]
    ring
  -- the nearer level has the larger tail across `E`
  rw [← sub_pos, h, div_pos_iff_of_pos_right Real.pi_pos, sub_pos,
    Real.arctan_strictMono.lt_iff_lt,
    div_lt_div_iff_of_pos_left hη (sub_pos.2 hv) (sub_pos.2 hc)]
  constructor <;> intro h' <;> linarith

end

end BroadenedCount
```

```lean
#print axioms BroadenedCount.tendsto_count_error_div
#print axioms BroadenedCount.sign_of_count_error
#print axioms BroadenedCount.two_level_excess_iff
```

```
'BroadenedCount.tendsto_count_error_div' depends on axioms: [propext, Classical.choice, Quot.sound]
'BroadenedCount.sign_of_count_error' depends on axioms: [propext, Classical.choice, Quot.sound]
'BroadenedCount.two_level_excess_iff' depends on axioms: [propext, Classical.choice, Quot.sound]
```

Q: How good is my corrected count, after I subtract the trace term?

A: The exact error formula answers that too, with a short estimate that I add here by hand and that the file does not contain. Since $x-\arctan x=\int_0^x t^2/(1+t^2)\,dt$, we have $|\arctan x-x|\le|x|^3/3$. Summing over levels gives

$$\left|N_\eta(E)-N(E)-\frac{\eta}{\pi}\,\mathrm{Tr}\,((H-E)^{-1})\right|\le\frac{\eta^3}{3\pi}\sum_j\frac{1}{|e_j-E|^3}.$$

The remainder is $O(\eta^3)$ as $\eta$ decreases to zero, and the levels closest to $E$ weigh most in the bound.

Q: Then what may I claim about my own calculation?

A: For non-interacting electrons with a fixed, finite Hamiltonian matrix in an orthonormal basis, the trace at a real $E$ off the spectrum, multiplied by $\eta/\pi$, gives the first-order error in the electron number when the Lorentzian-broadened density of states is integrated from $-\infty$ to $E$. Each of those restrictions matters. In a self-consistent run the charge error feeds back into $H$, and the theorem keeps $H$ fixed. A basis with an overlap matrix leads to a generalised eigenvalue problem, which is a different statement. Gaussian or Fermi–Dirac smearing has different tails, so this formula does not describe it.

Q: And if I get the count from a Lloyd formula in a multiple-scattering code?

A: There the count comes from the phase of a determinant, usually relative to a reference system, and often for an infinite solid. The theorem has neither a scattering matrix nor a reference. It applies to the finite-matrix count that we started from, and carrying it over to your code would need an argument of its own.
